# A nonzero function on $s$ sites of a finite ring never has $s$ consecutive zero Fourier amplitudes

I have a single particle on a ring of $N$ sites, with $N$ even, and I put equal amplitudes on sites $0$ and $N/2$. Every odd wave number then drops out of the state, so two sites are enough to remove half of the spectrum. Can a better choice of sites and amplitudes push such zeros together, so that a state on a few sites has a wide window of missing wave numbers? Counting equations doesn't settle it for me: in my example the conditions at $k=1$ and $k=3$ are the same equation, so more zeros than unknowns are clearly possible.

## At most $s-1$ zeros in a row

No. If a function on the ring is nonzero at exactly $s\ge 1$ sites, any $s$ cyclically consecutive wave numbers include one with a nonzero Fourier amplitude. Your state has many zeros, but no two are adjacent. The length $s-1$ can be reached for any choice of the $s$ sites and any position of the window.

For a one-particle state on a finite tight-binding ring with one orbital per site, this limits how wide a band of crystal momenta can be absent from a state confined to a few sites.

## Isolating one site with a polynomial

Let $f(x)$ be the amplitude at site $x$, and define

$$\hat f(k)=\sum_x e^{-2\pi i kx/N} f(x),\qquad z_x=e^{-2\pi i x/N}.$$

The phases $z_x$ differ from site to site. Raising the wave number by $j$ multiplies the term of site $x$ by $z_x^j$:

$$\hat f(k+j)=\sum_x z_x^{\,j}\,e^{-2\pi i kx/N} f(x).$$

Take a polynomial $p(z)=\sum_{j<s}c_j z^j$, multiply this equation by $c_j$ and add over $j$:

$$\sum_{j<s}c_j\,\hat f(k+j)=\sum_x p(z_x)\,e^{-2\pi i kx/N} f(x).$$

Now pick one site $a$ with $f(a)\neq0$, and let

$$p(z)=\prod_{y\ne a,\ f(y)\neq 0}(z-z_y).$$

With $s$ nonzero sites its degree is $s-1$, so it fits in the window. On the right, every site other than $a$ contributes zero, because either $f$ or $p$ vanishes there. What remains is

$$p(z_a)\,e^{-2\pi i ka/N} f(a),$$

which is nonzero because $z_a\neq z_y$ for each $y$ in the product. If all $s$ amplitudes in the window vanished, the left side would be zero, a contradiction.

In your example the zeros are two wave numbers apart. A step of two multiplies the terms by $z_x^2$, and $z_0^2=z_{N/2}^2=1$, so the two sites can no longer be told apart. With steps of one they always can.

**The bound is attained.** Fix a nonempty set $S$ of sites and demand $\hat f=0$ at $|S|-1$ consecutive wave numbers. These are $|S|-1$ homogeneous linear equations for $|S|$ values, so a nonzero solution exists. If it vanished somewhere on $S$, it would live on at most $|S|-1$ sites and still have $|S|-1$ consecutive zeros, which the result above forbids. Hence it is nonzero on all of $S$.

**Few amplitudes fix a sparse function.** If $f$ and $g$ each have at most $s$ nonzero sites, $f-g$ has at most $2s$. If their amplitudes agree at $2s$ consecutive wave numbers, those of $f-g$ vanish there, and so $f=g$.

## The same statements in Lean

```lean
import Mathlib

open Polynomial

namespace SparseSpectralGap

noncomputable section

variable {N : ℕ} [NeZero N]

/-- The plane wave with wave number `k`, evaluated at site `x` of a ring of `N` sites. -/
def planeWave (k x : ZMod N) : ℂ := ZMod.stdAddChar (k * x)

/-- The Fourier amplitude of `f` at wave number `k`: the sum over all sites `x` of
`exp (-2πi k x / N) f x`. -/
def amplitude (f : ZMod N → ℂ) (k : ZMod N) : ℂ := ∑ x, planeWave (-k) x * f x

/-- The set of occupied sites, those where `f` is nonzero. -/
def occupied (f : ZMod N → ℂ) : Finset (ZMod N) := Finset.univ.filter fun x => f x ≠ 0

/-- For integer representatives `k` and `x`, the plane wave is `exp (2πi k x / N)`. -/
theorem planeWave_intCast (k x : ℤ) :
    planeWave (k : ZMod N) (x : ZMod N)
      = Complex.exp (2 * Real.pi * Complex.I * ((k * x : ℤ) : ℂ) / N) := by
  unfold planeWave
  rw [← Int.cast_mul, ZMod.stdAddChar_coe]

/-- Raising the wave number by `j` multiplies the Fourier phase at site `x` by the `j`-th power
of the phase for wave number one. -/
theorem planeWave_shift (k x : ZMod N) (j : ℕ) :
    planeWave (-(k + (j : ZMod N))) x = planeWave (-k) x * planeWave (-1) x ^ j := by
  unfold planeWave
  rw [← AddChar.map_nsmul_eq_pow, ← AddChar.map_add_eq_mul]
  congr 1
  rw [nsmul_eq_mul]
  ring

/-- Different sites have different Fourier phases at wave number one. -/
theorem sitePhase_injective : Function.Injective fun x : ZMod N => planeWave (-1) x := by
  intro x y h
  have h' : -1 * x = -1 * y := ZMod.injective_stdAddChar h
  simpa using h'

/-- Combining `s` consecutive amplitudes with the coefficients of a polynomial `p` of degree
below `s` weights each site by the value of `p` at the phase of that site. -/
theorem polynomial_filter (f : ZMod N → ℂ) (k : ZMod N) {s : ℕ} (p : ℂ[X])
    (hp : p.natDegree < s) :
    ∑ x, p.eval (planeWave (-1) x) * (planeWave (-k) x * f x)
      = ∑ j ∈ Finset.range s, p.coeff j * amplitude f (k + (j : ZMod N)) := by
  simp_rw [Polynomial.eval_eq_sum_range' hp, amplitude, planeWave_shift, Finset.sum_mul,
    Finset.mul_sum]
  rw [Finset.sum_comm]
  exact Finset.sum_congr rfl fun j _ => Finset.sum_congr rfl fun x _ => by ring

/-- A nonzero function with at most `s` occupied sites has a nonzero Fourier amplitude among any
`s` cyclically consecutive wave numbers. -/
theorem exists_amplitude_ne_zero (f : ZMod N → ℂ) (hf : f ≠ 0) {s : ℕ}
    (hs : (occupied f).card ≤ s) (k : ZMod N) :
    ∃ j < s, amplitude f (k + (j : ZMod N)) ≠ 0 := by
  by_contra! hgap
  obtain ⟨a, ha'⟩ := Function.ne_iff.mp hf
  have ha : f a ≠ 0 := ha'
  have hmem : a ∈ occupied f := by simp [occupied, ha]
  -- the filter polynomial vanishes at the phases of all occupied sites except `a`
  let p : ℂ[X] := ∏ y ∈ (occupied f).erase a, (X - C (planeWave (-1) y))
  have hdeg : p.natDegree < s := by
    have h1 : p.natDegree = ((occupied f).erase a).card := by
      dsimp only [p]
      rw [Polynomial.natDegree_prod_of_monic _ _ fun y _ => monic_X_sub_C _]
      simp
    rw [h1]
    exact lt_of_lt_of_le (Finset.card_erase_lt_of_mem hmem) hs
  have key := polynomial_filter f k p hdeg
  rw [Finset.sum_eq_zero (s := Finset.range s) fun j hj => by
    rw [hgap j (Finset.mem_range.mp hj), mul_zero]] at key
  -- only the site `a` survives the filter
  have hsingle : ∑ x, p.eval (planeWave (-1) x) * (planeWave (-k) x * f x)
      = p.eval (planeWave (-1) a) * (planeWave (-k) a * f a) := by
    refine Finset.sum_eq_single a (fun b _ hb => ?_) fun h => absurd (Finset.mem_univ a) h
    by_cases hfb : f b = 0
    · rw [hfb, mul_zero, mul_zero]
    · have hb' : b ∈ (occupied f).erase a :=
        Finset.mem_erase.mpr ⟨hb, by simp [occupied, hfb]⟩
      have h0 : p.eval (planeWave (-1) b) = 0 := by
        dsimp only [p]
        rw [Polynomial.eval_prod]
        exact Finset.prod_eq_zero hb' (by simp)
      rw [h0, zero_mul]
  rw [hsingle] at key
  have hpa : p.eval (planeWave (-1) a) ≠ 0 := by
    dsimp only [p]
    rw [Polynomial.eval_prod]
    refine Finset.prod_ne_zero_iff.mpr fun y hy => ?_
    rw [eval_sub, eval_X, eval_C]
    exact sub_ne_zero.mpr fun h => (Finset.mem_erase.mp hy).1 (sitePhase_injective h).symm
  have hw : planeWave (-k) a ≠ 0 := by
    intro h
    have h1 : planeWave (-k) a * ZMod.stdAddChar (-(-k * a)) = 1 := by
      unfold planeWave
      rw [← AddChar.map_add_eq_mul, add_neg_cancel, AddChar.map_zero_eq_one]
    rw [h, zero_mul] at h1
    exact zero_ne_one h1
  exact mul_ne_zero hpa (mul_ne_zero hw ha) key

/-- The window length is optimal: for every nonempty set `S` of sites and every wave number `k`,
some function occupies exactly `S` and has zero amplitude at the `|S| - 1` consecutive wave
numbers starting at `k`. -/
theorem exists_maximal_gap (S : Finset (ZMod N)) (hS : S.Nonempty) (k : ZMod N) :
    ∃ f : ZMod N → ℂ, occupied f = S ∧
      ∀ j : ℕ, j + 1 < S.card → amplitude f (k + (j : ZMod N)) = 0 := by
  have hpos : 0 < S.card := hS.card_pos
  -- fewer equations than unknowns: a nonzero solution exists
  let M : Matrix (Fin (S.card - 1)) S ℂ :=
    Matrix.of fun j x => planeWave (-(k + ((j : ℕ) : ZMod N))) (x : ZMod N)
  have hker : LinearMap.ker M.mulVecLin ≠ ⊥ := by
    apply LinearMap.ker_ne_bot_of_finrank_lt
    simp only [Module.finrank_fintype_fun_eq_card, Fintype.card_fin, Fintype.card_coe]
    omega
  obtain ⟨c, hc, hc0⟩ := Submodule.exists_mem_ne_zero_of_ne_bot hker
  have hMc : M.mulVec c = 0 := by simpa using hc
  let f : ZMod N → ℂ := fun x => if h : x ∈ S then c ⟨x, h⟩ else 0
  have hfS : ∀ x : S, f x = c x := fun x => by simp [f]
  have hfout : ∀ x, x ∉ S → f x = 0 := fun x hx => by simp [f, hx]
  have hgap : ∀ j : ℕ, j + 1 < S.card → amplitude f (k + (j : ZMod N)) = 0 := by
    intro j hj
    have hrow : ∑ x : S, planeWave (-(k + (j : ZMod N))) (x : ZMod N) * c x = 0 :=
      congrFun hMc ⟨j, by omega⟩
    unfold amplitude
    rw [← Finset.sum_subset (Finset.subset_univ S) fun x _ hx => by rw [hfout x hx, mul_zero],
      ← Finset.sum_coe_sort S, ← hrow]
    exact Finset.sum_congr rfl fun x _ => by rw [hfS x]
  have hf0 : f ≠ 0 := by
    intro h
    apply hc0
    funext x
    rw [← hfS x, h]
    rfl
  have hsub : occupied f ⊆ S := by
    intro x hx
    by_contra hxS
    exact (Finset.mem_filter.mp hx).2 (hfout x hxS)
  refine ⟨f, Finset.eq_of_subset_of_card_le hsub ?_, hgap⟩
  -- an unoccupied site of `S` would contradict the main theorem
  by_contra hlt
  obtain ⟨j, hj, hne⟩ :=
    exists_amplitude_ne_zero f hf0 (s := S.card - 1) (by omega) k
  exact hne (hgap j (by omega))

/-- Two functions with at most `s` occupied sites each are equal if their Fourier amplitudes
agree at `2 s` cyclically consecutive wave numbers. -/
theorem sparse_recovery (f g : ZMod N → ℂ) {s : ℕ} (hf : (occupied f).card ≤ s)
    (hg : (occupied g).card ≤ s) (k : ZMod N)
    (h : ∀ j < 2 * s, amplitude f (k + (j : ZMod N)) = amplitude g (k + (j : ZMod N))) :
    f = g := by
  by_contra hne
  -- the difference occupies at most `2 s` sites
  have hsub : occupied (f - g) ⊆ occupied f ∪ occupied g := by
    intro x hx
    by_contra hx'
    simp only [occupied, Finset.mem_union, Finset.mem_filter, Finset.mem_univ, true_and,
      not_or, not_not] at hx'
    exact (Finset.mem_filter.mp hx).2 (by rw [Pi.sub_apply, hx'.1, hx'.2, sub_zero])
  have hcard : (occupied (f - g)).card ≤ 2 * s := by
    have h1 := Finset.card_le_card hsub
    have h2 := Finset.card_union_le (occupied f) (occupied g)
    omega
  obtain ⟨j, hj, hj0⟩ := exists_amplitude_ne_zero (f - g) (sub_ne_zero.mpr hne) hcard k
  apply hj0
  have hlin : amplitude (f - g) (k + (j : ZMod N))
      = amplitude f (k + (j : ZMod N)) - amplitude g (k + (j : ZMod N)) := by
    simp only [amplitude, Pi.sub_apply, mul_sub, Finset.sum_sub_distrib]
  rw [hlin, h j hj, sub_self]

end

end SparseSpectralGap
```

```lean
#print axioms SparseSpectralGap.planeWave_intCast
#print axioms SparseSpectralGap.exists_amplitude_ne_zero
#print axioms SparseSpectralGap.exists_maximal_gap
#print axioms SparseSpectralGap.sparse_recovery
```

```
'SparseSpectralGap.planeWave_intCast' depends on axioms: [propext, Classical.choice, Quot.sound]
'SparseSpectralGap.exists_amplitude_ne_zero' depends on axioms: [propext, Classical.choice, Quot.sound]
'SparseSpectralGap.exists_maximal_gap' depends on axioms: [propext, Classical.choice, Quot.sound]
'SparseSpectralGap.sparse_recovery' depends on axioms: [propext, Classical.choice, Quot.sound]
```

## What the theorems say about the ring

Sites and wave numbers are both elements of `ZMod N`, so both wrap around, and `[NeZero N]` means $N\ge1$. The label `k` is an integer modulo $N$; the crystal momentum is $2\pi k/N$ in units of $\hbar$ divided by the lattice spacing. `planeWave k x` is Mathlib's standard character at $kx$, and `planeWave_intCast` identifies it with $e^{2\pi i kx/N}$. `amplitude f k` is $\hat f(k)$ with the minus sign in the exponent and no prefactor. For a normalised state, the component along the normalised plane wave is $\hat f(k)/\sqrt N$, which has the same zeros. `occupied f` is the set of sites where $f\ne0$; the word has nothing to do with the filling of levels by electrons.

`exists_amplitude_ne_zero` takes a nonzero `f`, a bound `s` on the number of occupied sites and a starting wave number `k`. It gives some `j < s` with a nonzero amplitude at `k + j`. Exactly $s\ge1$ occupied sites is the case of equality in the bound, where `f` is automatically nonzero. If $s>N$, the window simply passes over some wave numbers more than once.

`exists_maximal_gap` provides, for each nonempty `S` and each `k`, a function that occupies exactly `S`. Its condition `j + 1 < S.card` selects $j=0,\dots,|S|-2$, which is no condition at all for a single site. `sparse_recovery` is the uniqueness statement for $2s$ amplitudes; it gives no procedure for finding the function.

The step left to the physicist is from small to zero. A real localised state usually has weak tails on the other sites, whereas the theorems count every site with $f\neq0$, however small the value. They also give no lower bound on the amplitude that survives in the window.

## From the phases to the three theorems

`planeWave_shift` is the factor $z_x^j$, obtained from the rule that a character turns sums into products. `sitePhase_injective` says that the $z_x$ are distinct. `polynomial_filter` is the identity for $\sum_j c_j\hat f(k+j)$: it writes $p(z_x)$ as a sum over coefficients and exchanges the sums over $x$ and $j$.

The main theorem starts with `by_contra!`, which supposes that the whole window vanishes (`hgap`). It picks an occupied site `a` and defines `p` as the product above. `hdeg` shows that the degree is below `s`, and `key` is the filter identity, whose amplitude side is then rewritten to zero. `hsingle` reduces the site sum to the term at `a`. The facts `hpa` and `hw` state that $p(z_a)$ and the plane wave at `a` are nonzero, so the surviving product cannot be zero.

For the maximal gap, the matrix `M` holds the $|S|-1$ equations, and `hker` gets a nonzero kernel vector by comparing dimensions. The vector is extended by zero outside `S`. The last lines apply the main theorem with `s := S.card - 1` to exclude an unoccupied site in `S`. In `sparse_recovery`, `hcard` bounds the occupied sites of `f - g` by `2 * s`, and `hlin` is the linearity of the amplitude.

## Two amplitudes on a ring of eight sites

When the occupied sites are known, the filter also reads off the values. Take $N=8$ and a state on sites $0$ and $2$, where $z_0=1$ and $z_2=-i$. The polynomial that removes site $2$ is $p(z)=z+i$, so at $k=0$

$$\hat f(1)+i\,\hat f(0)=(1+i)\,f(0).$$

Dividing by $1+i$ gives $f(0)$, and $f(2)=\hat f(0)-f(0)$ follows. Two adjacent amplitudes therefore fix the whole state.

## Sparse in position means spread in wave number

A short count turns the gap bound into an uncertainty relation. Let $f$ have $s\geq1$ nonzero sites and $m$ nonzero amplitudes. Going once around the ring of wave numbers, the distance from one nonzero amplitude to the next is at most $s$. The $m$ distances add up to $N$, so

$$m\,s\ge N.$$

Your two-site state has $s=2$ and $m=N/2$, and so reaches equality.
